# Charge, dipole and quadrupole moments of an sp hybrid's angular density

An ultrasoft pseudopotential replaces the electron density near a nucleus by a smoother one. If the replacement has the wrong multipole moments, the electrostatic potential outside the core is wrong too, and neighbouring atoms feel a false charge, dipole or quadrupole. Augmentation charges are added to repair this by supplying the difference between the true and the smoothed density, or a smooth charge with the same moments as that difference. Which moments can occur depends on the angular form of the orbital's density, which is worked out here for a simple case.

Take a hybrid of an s orbital and a p orbital along the z axis, with real amplitudes a and b and a common radial factor. With x = cos θ, its angular density 4π|a Y₀₀ + b Y₁₀|² is

n(x) = (a + √3 b x)².

A normalised hybrid has a² + b² = 1, but a and b are left free here. The Legendre polynomials come from the Rodrigues formula

P_l(x) = 1/(2^l l!) · d^l/dx^l (x² − 1)^l,

and the angular moment of order l is

q_l = ½ ∫₋₁¹ n(x) P_l(x) dx.

Textbook multipole moments also contain a radial integral with weight r^(l+2) and often another prefactor; q_l is the angular part alone. In a real augmentation charge the a², ab and b² terms each carry their own radial function.

```lean
import Mathlib

open Polynomial

namespace HybridAugmentationCharge

noncomputable section
```

In Lean, `legendreP l` is a polynomial with real coefficients, and `derivative^[l]` differentiates the polynomial it is applied to l times.

```lean
/-- The Legendre polynomial `P_l`, given by the Rodrigues formula. -/
def legendreP (l : ℕ) : ℝ[X] :=
  C (1 / (2 ^ l * (Nat.factorial l : ℝ))) * derivative^[l] ((X ^ 2 - 1) ^ l)
```

The functions `density a b x` and `angularMoment a b l` are n(x) and q_l.

```lean
/-- The angular density of an sp hybrid with real amplitudes `a` (s) and `b` (p),
as a function of the polar cosine `x`. -/
def density (a b x : ℝ) : ℝ := (a + √3 * b * x) ^ 2

/-- The angular moment of order `l` of the hybrid: half the integral of its density
against `P_l` over the polar cosine. -/
def angularMoment (a b : ℝ) (l : ℕ) : ℝ :=
  (1 / 2) * ∫ x in (-1 : ℝ)..1, density a b x * (legendreP l).eval x
```

## (a) The lowest Legendre polynomials

Show from the Rodrigues formula that

P_0 = 1, P_1 = x, P_2 = (3x² − 1)/2.

**Solution.** For l = 0 nothing is differentiated. For l = 1, half the derivative of x² − 1 is x. For l = 2, the second derivative of x⁴ − 2x² + 1 is 12x² − 4, and division by 2² · 2! = 8 gives the result.

In the proof, `simp` carries out the derivatives and `ring` tidies the last case.

```lean
/-- The first three Legendre polynomials are `1`, `x` and `(3x² - 1)/2`. -/
theorem legendreP_low (x : ℝ) :
    (legendreP 0).eval x = 1 ∧ (legendreP 1).eval x = x ∧
      (legendreP 2).eval x = (3 * x ^ 2 - 1) / 2 := by
  refine ⟨?_, ?_, ?_⟩ <;>
    simp [legendreP, derivative_pow, Nat.factorial]
  ring
```

## (b) Integrating a derivative from pole to pole

Show that every real polynomial F satisfies

∫₋₁¹ F′(x) dx = F(1) − F(−1).

**Solution.** This is the fundamental theorem of calculus; F′ is continuous, hence integrable.

The Lean device here deserves a closer look. Mathlib's `derivative` is an algebraic operation on coefficients and involves no limit. The lemma `F.hasDerivAt x` states that it agrees with the analytic derivative at x. Once that link is made, an integral below can be found by exhibiting a polynomial antiderivative and checking an algebraic identity.

```lean
/-- The integral of the derivative of a polynomial over the polar cosine is the
difference of the polynomial's values at the two poles. -/
theorem integral_derivative (F : ℝ[X]) :
    ∫ x in (-1 : ℝ)..1, (derivative F).eval x = F.eval 1 - F.eval (-1) :=
  intervalIntegral.integral_eq_sub_of_hasDerivAt (fun x _ => F.hasDerivAt x)
    ((derivative F).continuous.intervalIntegrable _ _)
```

## (c) The density against a quadratic

For real p₀, p₁, p₂, show that

½ ∫₋₁¹ n(x)(p₀ + p₁x + p₂x²) dx = p₀(a² + b²) + p₁ · 2√3 ab/3 + p₂(a²/3 + 3b²/5).

**Solution.** Expand n = a² + 2√3 ab x + 3b²x². Odd powers integrate to zero, while half the integrals of 1, x² and x⁴ are 1, 1/3 and 1/5. Therefore

½ ∫ n dx = a² + b²,

½ ∫ n x dx = 2√3 ab/3,

½ ∫ n x² dx = a²/3 + 3b²/5,

and the claim follows by linearity.

Lean writes out the antiderivative `F` of the whole quartic integrand. `linear_combination` checks its derivative using (√3)² = 3, and part (b) reduces the integral to values at the poles.

```lean
/-- Half the integral of the hybrid density against an arbitrary quadratic
function of the polar cosine. -/
theorem half_integral_quadratic (a b p₀ p₁ p₂ : ℝ) :
    (1 / 2) * ∫ x in (-1 : ℝ)..1, density a b x * (p₀ + p₁ * x + p₂ * x ^ 2) =
      p₀ * (a ^ 2 + b ^ 2) + p₁ * (2 * √3 * a * b / 3) +
        p₂ * (a ^ 2 / 3 + 3 * b ^ 2 / 5) := by
  have hs : √3 ^ 2 = (3 : ℝ) := Real.sq_sqrt (by norm_num)
  -- an explicit antiderivative of the quartic integrand
  obtain ⟨F, hF, hE⟩ : ∃ F : ℝ[X],
      (∀ x, (derivative F).eval x = density a b x * (p₀ + p₁ * x + p₂ * x ^ 2)) ∧
      ∀ x, F.eval x = a ^ 2 * p₀ * x + (a ^ 2 * p₁ + 2 * √3 * a * b * p₀) / 2 * x ^ 2 +
        (a ^ 2 * p₂ + 2 * √3 * a * b * p₁ + 3 * b ^ 2 * p₀) / 3 * x ^ 3 +
        (2 * √3 * a * b * p₂ + 3 * b ^ 2 * p₁) / 4 * x ^ 4 +
        3 * b ^ 2 * p₂ / 5 * x ^ 5 := by
    refine ⟨C (a ^ 2 * p₀) * X + C ((a ^ 2 * p₁ + 2 * √3 * a * b * p₀) / 2) * X ^ 2 +
        C ((a ^ 2 * p₂ + 2 * √3 * a * b * p₁ + 3 * b ^ 2 * p₀) / 3) * X ^ 3 +
        C ((2 * √3 * a * b * p₂ + 3 * b ^ 2 * p₁) / 4) * X ^ 4 +
        C (3 * b ^ 2 * p₂ / 5) * X ^ 5, fun x => ?_, fun x => ?_⟩
    · simp only [derivative_add, derivative_C_mul, derivative_X_pow, derivative_X,
        eval_add, eval_mul, eval_C, eval_pow, eval_X, eval_one, Nat.cast_ofNat,
        Nat.reduceSub, density]
      linear_combination (-(b ^ 2 * x ^ 2 * (p₀ + p₁ * x + p₂ * x ^ 2))) * hs
    · simp only [eval_add, eval_mul, eval_C, eval_pow, eval_X]
  simp only [← hF]
  rw [integral_derivative, hE, hE]
  ring
```

## (d) Boundary values in the Rodrigues formula

For j < l and x² = 1, show that

d^j/dx^j (x² − 1)^l = 0.

**Solution.** Put u = x² − 1. If p = u^(m+1) q, then

p′ = u^m [2(m+1) x q + u q′],

so one derivative removes at most one factor u. After j derivatives of u^l at least l − j ≥ 1 factors remain, and u = 0 at the poles.

The bound j < l cannot be relaxed to j ≤ l: for j = l = 1 the derivative is 2x, which equals 2 at x = 1.

The statement `key` is this factor count, proved by induction on the number of derivatives and then used with one factor left over.

```lean
/-- Derivatives of `(x² - 1)^l` of order below `l` vanish at the poles `x² = 1`. -/
theorem rodrigues_boundary {j l : ℕ} (h : j < l) {x : ℝ} (hx : x ^ 2 = 1) :
    (derivative^[j] ((X ^ 2 - 1 : ℝ[X]) ^ l)).eval x = 0 := by
  -- each derivative removes at most one factor of x² - 1
  have key : ∀ (i m : ℕ) (p : ℝ[X]), (X ^ 2 - 1 : ℝ[X]) ^ (m + i) ∣ p →
      (X ^ 2 - 1 : ℝ[X]) ^ m ∣ derivative^[i] p := by
    intro i
    induction i with
    | zero => intro m p hp; simpa using hp
    | succ i ih =>
      intro m p hp
      rw [Function.iterate_succ_apply]
      apply ih
      obtain ⟨q, rfl⟩ := hp
      rw [← add_assoc, derivative_mul, derivative_pow_succ]
      exact dvd_add
        (Dvd.dvd.mul_right (Dvd.dvd.mul_right (Dvd.intro_left _ rfl) _) _)
        (Dvd.dvd.mul_right (pow_dvd_pow _ (Nat.le_succ _)) _)
  obtain ⟨q, hq⟩ := key j 1 _ (pow_dvd_pow (X ^ 2 - 1 : ℝ[X]) (show 1 + j ≤ l by omega))
  rw [hq]
  simp [hx]
```

## (e) Three integrations by parts

Let G be a polynomial for which G, G′ and G″ vanish at x = ±1. Show that

∫₋₁¹ n(x) G‴(x) dx = 0.

**Solution.** Integrating by parts three times gives

∫ n G‴ dx = [n G″ − n′G′ + n″G] − ∫ n‴G dx.

The bracket vanishes at both poles by assumption, and n‴ = 0 because n is quadratic.

Lean sets L = a + √3 b x, so that n = L², n′ = 2√3 b L and n″ = 2(√3 b)². It enters the bracket as a single polynomial, with each factor 2 written as a repeated term. `hd` verifies that its derivative is L²G‴, and part (b) finishes.

```lean
/-- The hybrid density integrates to zero against the third derivative of a polynomial
that vanishes at both poles together with its first two derivatives. -/
theorem integral_third_derivative (a b : ℝ) (G : ℝ[X])
    (h₀ : ∀ x : ℝ, x ^ 2 = 1 → G.eval x = 0)
    (h₁ : ∀ x : ℝ, x ^ 2 = 1 → (derivative G).eval x = 0)
    (h₂ : ∀ x : ℝ, x ^ 2 = 1 → (derivative (derivative G)).eval x = 0) :
    ∫ x in (-1 : ℝ)..1,
      density a b x * (derivative (derivative (derivative G))).eval x = 0 := by
  obtain ⟨L, hL, hE⟩ : ∃ L : ℝ[X], derivative L = C (√3 * b) ∧
      ∀ x, L.eval x = a + √3 * b * x :=
    ⟨C a + C (√3 * b) * X,
      by rw [derivative_add, derivative_C, derivative_C_mul, derivative_X, mul_one, zero_add],
      fun x => by simp only [eval_add, eval_mul, eval_C, eval_X]⟩
  -- three integrations by parts, collected in one antiderivative
  have hF := integral_derivative (L * L * derivative (derivative G) -
    (C (√3 * b) * L * derivative G + C (√3 * b) * L * derivative G) +
    (C (√3 * b) * C (√3 * b) * G + C (√3 * b) * C (√3 * b) * G))
  have hd : derivative (L * L * derivative (derivative G) -
      (C (√3 * b) * L * derivative G + C (√3 * b) * L * derivative G) +
      (C (√3 * b) * C (√3 * b) * G + C (√3 * b) * C (√3 * b) * G)) =
      L * L * derivative (derivative (derivative G)) := by
    simp only [derivative_add, derivative_sub, derivative_mul, derivative_C, hL]
    ring
  have p : (1 : ℝ) ^ 2 = 1 := by norm_num
  have m : (-1 : ℝ) ^ 2 = 1 := by norm_num
  rw [hd] at hF
  simp only [eval_add, eval_sub, eval_mul, h₀ 1 p, h₁ 1 p, h₂ 1 p,
    h₀ (-1) m, h₁ (-1) m, h₂ (-1) m, mul_zero, add_zero, sub_zero, hE] at hF
  simpa only [density, pow_two] using hF
```

## (f) All angular moments of the hybrid

Show that

q_0 = a² + b², q_1 = 2ab/√3, q_2 = 2b²/5,

q_l = 0 for every l ≥ 3.

**Solution.** Insert the polynomials of (a) into (c). For l = 0 take p₀ = 1, and for l = 1 take p₁ = 1, with the other coefficients zero; note that 2√3/3 = 2/√3. For l = 2 take p₀ = −1/2, p₁ = 0 and p₂ = 3/2:

q_2 = −(a² + b²)/2 + a²/2 + 9b²/10 = 2b²/5.

For l ≥ 3 let G be the derivative of order l − 3 of (x² − 1)^l. Then P_l is a constant times G‴. The polynomials G, G′ and G″ are derivatives of orders l − 3, l − 2 and l − 1, all below l, so they vanish at the poles by (d), and (e) gives zero.

A normalised sp³ hybrid, with a = 1/2 and b = √3/2, has moments 1, 1/2 and 3/10. The density of a single hybrid with a common radial factor therefore has no multipole moment about the nucleus beyond the quadrupole. If its smoothed density keeps the same angular form, the higher moments of the augmentation charge must vanish too.

In the proof, `low` combines the definition of q_l with (c), and the last case writes l = k + 3.

```lean
/-- The charge, dipole and quadrupole angular moments of the hybrid are `a² + b²`,
`2ab/√3` and `2b²/5`, and all moments of order three and above vanish. -/
theorem hybrid_moments (a b : ℝ) :
    angularMoment a b 0 = a ^ 2 + b ^ 2 ∧
    angularMoment a b 1 = 2 * a * b / √3 ∧
    angularMoment a b 2 = 2 * b ^ 2 / 5 ∧
    ∀ l, 3 ≤ l → angularMoment a b l = 0 := by
  have low : ∀ (l : ℕ) (p₀ p₁ p₂ : ℝ),
      (∀ x, (legendreP l).eval x = p₀ + p₁ * x + p₂ * x ^ 2) →
      angularMoment a b l = p₀ * (a ^ 2 + b ^ 2) + p₁ * (2 * √3 * a * b / 3) +
        p₂ * (a ^ 2 / 3 + 3 * b ^ 2 / 5) := by
    intro l p₀ p₁ p₂ h
    simp only [angularMoment, h]
    exact half_integral_quadratic a b p₀ p₁ p₂
  refine ⟨?_, ?_, ?_, ?_⟩
  · rw [low 0 1 0 0 (fun x => by rw [(legendreP_low x).1]; ring)]
    ring
  · rw [low 1 0 1 0 (fun x => by rw [(legendreP_low x).2.1]; ring)]
    have hs : √3 ^ 2 = (3 : ℝ) := Real.sq_sqrt (by norm_num)
    have h3 : √3 ≠ (0 : ℝ) := by positivity
    rw [eq_div_iff h3]
    linear_combination (2 * a * b / 3) * hs
  · rw [low 2 (-1 / 2) 0 (3 / 2) (fun x => by rw [(legendreP_low x).2.2]; ring)]
    ring
  · intro l hl
    obtain ⟨k, rfl⟩ : ∃ k, l = k + 3 := ⟨l - 3, by omega⟩
    have e (j : ℕ) : derivative^[j + 1] ((X ^ 2 - 1 : ℝ[X]) ^ (k + 3)) =
        derivative (derivative^[j] ((X ^ 2 - 1 : ℝ[X]) ^ (k + 3))) :=
      Function.iterate_succ_apply' _ _ _
    -- the Rodrigues formula exhibits P_l as a third derivative
    have h := integral_third_derivative a b
      (derivative^[k] ((X ^ 2 - 1 : ℝ[X]) ^ (k + 3)))
      (fun x hx => rodrigues_boundary (by omega) hx)
      (fun x hx => by rw [← e k]; exact rodrigues_boundary (by omega) hx)
      (fun x hx => by rw [← e k, ← e (k + 1)]; exact rodrigues_boundary (by omega) hx)
    rw [← e k, ← e (k + 1), ← e (k + 2)] at h
    simp only [angularMoment, legendreP, eval_mul, eval_C, mul_left_comm (density a b _)]
    rw [intervalIntegral.integral_const_mul, h, mul_zero, mul_zero]
```

## (g) Rebuilding the density from its moments

Show that for every real x

n(x) = Σ_{l=0}^{2} (2l + 1) q_l P_l(x).

**Solution.** Inserting (a) and (f), the right-hand side is

a² + b² + 3 · (2ab/√3) x + 5 · (2b²/5)(3x² − 1)/2
= a² + b² + 2√3 ab x + 3b²x² − b²
= (a + √3 b x)².

`Finset.range 3` is the index set {0, 1, 2}. Lean substitutes the known values and closes the identity with (√3)² = 3.

```lean
/-- The hybrid density is the Legendre series of its charge, dipole and quadrupole
moments, each weighted by `2l + 1`. -/
theorem density_eq_multipole_sum (a b x : ℝ) :
    density a b x = ∑ l ∈ Finset.range 3,
      (2 * (l : ℝ) + 1) * angularMoment a b l * (legendreP l).eval x := by
  obtain ⟨m₀, m₁, m₂, _⟩ := hybrid_moments a b
  obtain ⟨l₀, l₁, l₂⟩ := legendreP_low x
  have hs : √3 ^ 2 = (3 : ℝ) := Real.sq_sqrt (by norm_num)
  have h3 : √3 ≠ (0 : ℝ) := by positivity
  have hq : 2 * a * b / √3 = 2 * √3 * a * b / 3 := by
    rw [div_eq_iff h3]
    linear_combination (-(2 * a * b / 3)) * hs
  simp only [Finset.sum_range_succ, Finset.sum_range_zero, m₀, m₁, m₂, l₀, l₁, l₂, hq,
    Nat.cast_zero, Nat.cast_one, Nat.cast_ofNat, density]
  linear_combination (b ^ 2 * x ^ 2) * hs
```

## (h) The largest dipole for a given charge

Show that

|q_1| ≤ q_0/√3, with equality exactly when |a| = |b|.

**Solution.** From (|a| − |b|)² ≥ 0 it follows that 2|a||b| ≤ a² + b². Division by √3 gives the bound. Equality holds exactly when the square is zero, that is, when |a| = |b|.

A normalised hybrid thus reaches its largest angular dipole, 1/√3, at equal s and p weights; the sp³ value 1/2 lies below it.

`nlinarith` receives the same square as a hint for the inequality. For equality, `hz` shows that the square vanishes, and the converse is substitution.

```lean
/-- The angular moment of order 1 of the hybrid is at most its angular moment of order 0 divided by
`√3` in magnitude, with equality exactly when the s and p amplitudes have equal magnitude. -/
theorem dipole_bound (a b : ℝ) :
    |angularMoment a b 1| ≤ angularMoment a b 0 / √3 ∧
    (|angularMoment a b 1| = angularMoment a b 0 / √3 ↔ |a| = |b|) := by
  obtain ⟨m₀, m₁, _, _⟩ := hybrid_moments a b
  have h3 : (0 : ℝ) < √3 := by positivity
  rw [m₀, m₁, abs_div, abs_of_pos h3, abs_mul, abs_mul, abs_two]
  constructor
  · gcongr
    nlinarith [sq_nonneg (|a| - |b|), sq_abs a, sq_abs b]
  · rw [div_left_inj' h3.ne']
    constructor
    · intro h
      -- equality forces the square (|a| - |b|)² to vanish
      have hz : (|a| - |b|) ^ 2 = 0 := by
        linear_combination sq_abs a + sq_abs b - h
      exact sub_eq_zero.mp ((pow_eq_zero_iff two_ne_zero).mp hz)
    · intro h
      rw [← sq_abs a, ← sq_abs b, h]
      ring

end

end HybridAugmentationCharge
```

```lean
#print axioms HybridAugmentationCharge.hybrid_moments
-- 'HybridAugmentationCharge.hybrid_moments' depends on axioms: [propext, Classical.choice, Quot.sound]
#print axioms HybridAugmentationCharge.density_eq_multipole_sum
-- 'HybridAugmentationCharge.density_eq_multipole_sum' depends on axioms: [propext, Classical.choice, Quot.sound]
#print axioms HybridAugmentationCharge.dipole_bound
-- 'HybridAugmentationCharge.dipole_bound' depends on axioms: [propext, Classical.choice, Quot.sound]
```
